# Contact exchange between ground-state envelopes in a cuboid infinite well is 27J/(8V)

## Box modes and contact exchange

A cuboid with sides $a,b,c>0$ has volume $V=abc$ and infinite walls. Along an axis of length $L$, the mode with quantum number $n\ge 1$ is

$$\varphi_{L,n}(x)=\sqrt{2/L}\,\sin(n\pi x/L),\qquad 0\le x\le L.$$

A box mode is $\psi_{lmn}(x,y,z)=\varphi_{a,l}(x)\,\varphi_{b,m}(y)\,\varphi_{c,n}(z)$, and the ground state is $\psi=\psi_{111}$. Mode energies are in units of $\hbar^2/(2m_*)$, with $m_*$ the particle's mass.

For real electron and hole envelopes $\psi_e,\psi_h$, the contact exchange energy is

$$E_X=J\int_{\text{box}}\psi_e^2\,\psi_h^2 .$$

The constant $J$, an energy times a volume, stands for the short-range electron-hole exchange of the material, including its Bloch-function and spin factors.

## In a cuboid, volume sets the exchange and aspect ratio does not

The central results are

$$\int_{\text{box}}\psi^4=\frac{27}{8abc},\qquad E_X=\frac{27J}{8V}\ \text{ for }\psi_e=\psi_h=\psi .$$

For general modes, $E_X$ is $J/V$ times $3/2$ for each axis on which the two quantum numbers agree. In a strongly confined exciton, modelled as an uncorrelated product of infinite-well envelopes, short-range exchange thus scales as inverse volume.

In Lean, `wellMode`, `boxMode` and `boxGround` are $\varphi$, $\psi_{lmn}$ and $\psi$. They are given by their formulas on all of space, and `boxIntegral` integrates only over the box, one side after another. The theorem `integral_boxGround_fourth` is the first formula. In `ground_exchange_of_volume` the sides are any positive numbers with `a * b * c = V`, and the value on the right contains only `J` and `V`, which expresses independence of the aspect ratio.

"Ground state" means lowest among the product modes; completeness of these modes is not proved. The model leaves out finite barriers, Coulomb correlation and long-range exchange.

## From one axis to the box

Differentiating twice gives $\varphi_{L,n}''=-(n\pi/L)^2\varphi_{L,n}$, and the sine vanishes at $0$ and $L$. So $\psi_{lmn}$ solves the stationary Schrödinger equation with energy $(l\pi/a)^2+(m\pi/b)^2+(n\pi/c)^2$, which is smallest at $l=m=n=1$.

For a non-zero integer $k$,

$$\int_0^L\cos\frac{2k\pi x}{L}\,dx=\frac{L}{2k\pi}\sin(2k\pi)=0 .$$

Since $2\sin^2\theta=1-\cos2\theta$, the density is $\varphi_{L,n}^2=(1-\cos A)/L$ with $A=2n\pi x/L$. It integrates to $1$, so the modes are normalized. With $B=2m\pi x/L$,

$$\varphi_{L,n}^2\varphi_{L,m}^2=\frac{1-\cos A-\cos B+\tfrac12\cos(A+B)+\tfrac12\cos(A-B)}{L^2}.$$

The constant contributes $L$ to the integral of the numerator. The last term contributes $L/2$ if $n=m$, and every other cosine integrates to zero. The overlap is therefore $3/(2L)$ for equal modes and $1/L$ for different ones.

The box integral of a separable function is the product of its three line integrals, so

$$\int_{\text{box}}\psi^4=\frac{3}{2a}\cdot\frac{3}{2b}\cdot\frac{3}{2c}=\frac{27}{8abc}.$$

## Two boxes of volume 8

A cube of side $2$ gives $(3/4)^3=27/64$. Sides $1,2,4$ give $\tfrac32\cdot\tfrac34\cdot\tfrac38=27/64$ as well. If the hole is moved to mode $(2,1,1)$ in either box, one factor $3/2$ is lost and $E_X$ falls from $27J/64$ to $9J/32$.

## A zero quantum number

The general formula needs non-zero quantum numbers. With $l=0$ the electron envelope vanishes identically and $E_X=0$, while the formula would give a non-zero value whenever $J\neq0$.

## The Lean file

```lean
import Mathlib

open scoped Real

namespace BoxContactExchange

noncomputable section

/-- Normalized mode `n` of a one-dimensional infinite well on `[0, L]`, for `L > 0`. -/
def wellMode (L : ℝ) (n : ℕ) (x : ℝ) : ℝ :=
  Real.sqrt (2 / L) * Real.sin (n * π * x / L)

/-- Mode `(l, m, n)` of the cuboid infinite well with sides `a, b, c > 0`. -/
def boxMode (a b c : ℝ) (l m n : ℕ) (x y z : ℝ) : ℝ :=
  wellMode a l x * wellMode b m y * wellMode c n z

/-- Ground state of the cuboid well with sides `a, b, c > 0`: the mode `(1, 1, 1)`. -/
def boxGround (a b c : ℝ) : ℝ → ℝ → ℝ → ℝ := boxMode a b c 1 1 1

/-- Energy of mode `(l, m, n)` in units of `ħ²/(2m_*)`, with `m_*` the particle's mass, for sides
`a, b, c > 0`. -/
def boxEnergy (a b c : ℝ) (l m n : ℕ) : ℝ :=
  (l * π / a) ^ 2 + (m * π / b) ^ 2 + (n * π / c) ^ 2

/-- Integral of a function over the cuboid with sides `a, b, c`. -/
def boxIntegral (a b c : ℝ) (f : ℝ → ℝ → ℝ → ℝ) : ℝ :=
  ∫ x in (0 : ℝ)..a, ∫ y in (0 : ℝ)..b, ∫ z in (0 : ℝ)..c, f x y z

/-- Contact exchange energy of strength `J` for real electron and hole envelopes. -/
def contactExchange (J a b c : ℝ) (ψe ψh : ℝ → ℝ → ℝ → ℝ) : ℝ :=
  J * boxIntegral a b c (fun x y z => ψe x y z ^ 2 * ψh x y z ^ 2)

/-- For sides `a, b, c > 0`, each box mode solves the stationary Schrödinger equation with
energy `boxEnergy` and vanishes on the six walls. -/
theorem boxMode_eigenstate {a b c : ℝ} (ha : 0 < a) (hb : 0 < b) (hc : 0 < c)
    (l m n : ℕ) (x y z : ℝ) :
    -(deriv (deriv fun t => boxMode a b c l m n t y z) x
      + deriv (deriv fun t => boxMode a b c l m n x t z) y
      + deriv (deriv fun t => boxMode a b c l m n x y t) z)
      = boxEnergy a b c l m n * boxMode a b c l m n x y z ∧
    (x = 0 ∨ x = a ∨ y = 0 ∨ y = b ∨ z = 0 ∨ z = c → boxMode a b c l m n x y z = 0) := by
  -- second derivative along one axis, the other factors being a constant `k`
  have D : ∀ (k L : ℝ) (n : ℕ) (x : ℝ), deriv (deriv fun t => k * wellMode L n t) x
      = -(n * π / L) ^ 2 * (k * wellMode L n x) := by
    intro k L n x
    have h : ∀ t : ℝ, HasDerivAt (fun t : ℝ => n * π * t / L) (n * π / L) t := fun t =>
      (((hasDerivAt_id' t).const_mul (n * π)).div_const L).congr_deriv (by ring)
    have h1 : (deriv fun t => k * wellMode L n t) = fun t =>
        k * (Real.sqrt (2 / L) * (Real.cos (n * π * t / L) * (n * π / L))) :=
      funext fun t => (((h t).sin.const_mul _).const_mul k).deriv
    rw [h1]
    exact (((((h x).cos.mul_const (n * π / L)).const_mul (Real.sqrt (2 / L))).const_mul
      k).congr_deriv (by simp only [wellMode]; ring)).deriv
  have w0 : ∀ (L : ℝ) (n : ℕ), wellMode L n 0 = 0 := by
    intro L n
    simp [wellMode]
  have wL : ∀ (L : ℝ) (n : ℕ), L ≠ 0 → wellMode L n L = 0 := by
    intro L n hL
    rw [wellMode, mul_div_cancel_right₀ _ hL, Real.sin_nat_mul_pi, mul_zero]
  constructor
  · have hx : (fun t => boxMode a b c l m n t y z)
        = fun t => (wellMode b m y * wellMode c n z) * wellMode a l t := by
      funext t
      simp only [boxMode]
      ring
    have hy : (fun t => boxMode a b c l m n x t z)
        = fun t => (wellMode a l x * wellMode c n z) * wellMode b m t := by
      funext t
      simp only [boxMode]
      ring
    have hz : deriv (deriv fun t => boxMode a b c l m n x y t) z
        = -(n * π / c) ^ 2 * ((wellMode a l x * wellMode b m y) * wellMode c n z) :=
      D (wellMode a l x * wellMode b m y) c n z
    rw [hz, hx, hy, D, D]
    simp only [boxMode, boxEnergy]
    ring
  · rintro (h | h | h | h | h | h) <;>
      simp [boxMode, h, w0, wL a l ha.ne', wL b m hb.ne', wL c n hc.ne']

/-- For sides `a, b, c > 0`, no mode with positive quantum numbers lies below `(1, 1, 1)`. -/
theorem boxEnergy_ground_le {a b c : ℝ} (ha : 0 < a) (hb : 0 < b) (hc : 0 < c)
    {l m n : ℕ} (hl : 1 ≤ l) (hm : 1 ≤ m) (hn : 1 ≤ n) :
    boxEnergy a b c 1 1 1 ≤ boxEnergy a b c l m n := by
  unfold boxEnergy
  gcongr

/-- A cosine integrates to zero over a non-zero whole number `k` of periods in `[0, L]`,
`L > 0`. -/
theorem integral_cos_periods {L : ℝ} (hL : 0 < L) {k : ℤ} (hk : k ≠ 0) :
    ∫ x in (0 : ℝ)..L, Real.cos (2 * (k : ℝ) * π / L * x) = 0 := by
  have hk' : (k : ℝ) ≠ 0 := Int.cast_ne_zero.mpr hk
  have hw : 2 * (k : ℝ) * π / L ≠ 0 :=
    div_ne_zero (mul_ne_zero (mul_ne_zero two_ne_zero hk') Real.pi_ne_zero) hL.ne'
  have e : 2 * (k : ℝ) * π / L * L = ((2 * k : ℤ) : ℝ) * π := by
    rw [div_mul_cancel₀ _ hL.ne']
    push_cast
    ring
  rw [intervalIntegral.integral_comp_mul_left Real.cos hw, integral_cos, e,
    Real.sin_int_mul_pi]
  simp

/-- The density of a well mode is a constant minus a cosine, for width `L > 0`. -/
theorem wellMode_sq {L : ℝ} (hL : 0 < L) (n : ℕ) (x : ℝ) :
    wellMode L n x ^ 2 = (1 - Real.cos (2 * (n : ℝ) * π / L * x)) / L := by
  rw [wellMode, mul_pow, Real.sq_sqrt (show (0 : ℝ) ≤ 2 / L by positivity),
    show 2 * (n : ℝ) * π / L * x = 2 * (n * π * x / L) by ring, Real.cos_two_mul,
    Real.cos_sq']
  ring

/-- In a well of width `L > 0`, the densities of two modes with positive quantum numbers
overlap by `3/(2L)` if the modes are equal and by `1/L` if they differ. -/
theorem wellMode_overlap {L : ℝ} (hL : 0 < L) {n m : ℕ} (hn : 1 ≤ n) (hm : 1 ≤ m) :
    ∫ x in (0 : ℝ)..L, wellMode L n x ^ 2 * wellMode L m x ^ 2
      = (if n = m then 3 / 2 else 1) / L := by
  have key : ∀ p q s d : ℝ, ∫ x in (0 : ℝ)..L, (1 - Real.cos (p * x) - Real.cos (q * x)
      + Real.cos (s * x) / 2 + Real.cos (d * x) / 2)
      = L - (∫ x in (0 : ℝ)..L, Real.cos (p * x)) - (∫ x in (0 : ℝ)..L, Real.cos (q * x))
        + (∫ x in (0 : ℝ)..L, Real.cos (s * x)) / 2
        + (∫ x in (0 : ℝ)..L, Real.cos (d * x)) / 2 := by
    intro p q s d
    rw [intervalIntegral.integral_add, intervalIntegral.integral_add,
      intervalIntegral.integral_sub, intervalIntegral.integral_sub,
      intervalIntegral.integral_div, intervalIntegral.integral_div,
      intervalIntegral.integral_const]
    · simp only [smul_eq_mul]
      ring
    all_goals exact Continuous.intervalIntegrable (by fun_prop) _ _
  have h1 := integral_cos_periods hL (k := (n : ℤ)) (by omega)
  have h2 := integral_cos_periods hL (k := (m : ℤ)) (by omega)
  have h3 := integral_cos_periods hL (k := (n : ℤ) + m) (by omega)
  push_cast at h1 h2 h3
  -- the difference frequency survives only for equal modes
  have h4 : ∫ x in (0 : ℝ)..L, Real.cos (2 * ((n : ℝ) - m) * π / L * x)
      = if n = m then L else 0 := by
    split_ifs with h
    · subst h
      simp
    · have h5 := integral_cos_periods hL (k := (n : ℤ) - m) (by omega)
      push_cast at h5
      exact h5
  have e : ∀ x, wellMode L n x ^ 2 * wellMode L m x ^ 2
      = (1 - Real.cos (2 * (n : ℝ) * π / L * x) - Real.cos (2 * (m : ℝ) * π / L * x)
        + Real.cos (2 * ((n : ℝ) + m) * π / L * x) / 2
        + Real.cos (2 * ((n : ℝ) - m) * π / L * x) / 2) / L ^ 2 := by
    intro x
    rw [wellMode_sq hL, wellMode_sq hL,
      show 2 * ((n : ℝ) + m) * π / L * x
        = 2 * (n : ℝ) * π / L * x + 2 * (m : ℝ) * π / L * x by ring,
      show 2 * ((n : ℝ) - m) * π / L * x
        = 2 * (n : ℝ) * π / L * x - 2 * (m : ℝ) * π / L * x by ring,
      Real.cos_add, Real.cos_sub]
    ring
  simp only [e]
  rw [intervalIntegral.integral_div, key, h1, h2, h3, h4]
  split_ifs <;> field_simp <;> ring

/-- The box integral of a separable function is the product of three line integrals. -/
theorem boxIntegral_separable (a b c : ℝ) (f g h : ℝ → ℝ) :
    boxIntegral a b c (fun x y z => f x * g y * h z)
      = (∫ x in (0 : ℝ)..a, f x) * (∫ y in (0 : ℝ)..b, g y) * (∫ z in (0 : ℝ)..c, h z) := by
  simp only [boxIntegral, intervalIntegral.integral_const_mul,
    intervalIntegral.integral_mul_const]

/-- Box modes with positive quantum numbers are normalized, for sides `a, b, c > 0`. -/
theorem boxMode_normalized {a b c : ℝ} (ha : 0 < a) (hb : 0 < b) (hc : 0 < c)
    {l m n : ℕ} (hl : 1 ≤ l) (hm : 1 ≤ m) (hn : 1 ≤ n) :
    boxIntegral a b c (fun x y z => boxMode a b c l m n x y z ^ 2) = 1 := by
  have N : ∀ (L : ℝ) (n : ℕ), 0 < L → 1 ≤ n →
      ∫ x in (0 : ℝ)..L, wellMode L n x ^ 2 = 1 := by
    intro L n hL hn
    have h1 := integral_cos_periods hL (k := (n : ℤ)) (by omega)
    push_cast at h1
    simp only [wellMode_sq hL]
    rw [intervalIntegral.integral_div, intervalIntegral.integral_sub, h1,
      intervalIntegral.integral_const]
    · simp [hL.ne']
    all_goals exact Continuous.intervalIntegrable (by fun_prop) _ _
  simp only [boxMode, mul_pow]
  rw [boxIntegral_separable a b c (fun x => wellMode a l x ^ 2)
    (fun y => wellMode b m y ^ 2) (fun z => wellMode c n z ^ 2),
    N a l ha hl, N b m hb hm, N c n hc hn]
  norm_num

/-- For sides `a, b, c > 0` and positive quantum numbers, the contact exchange between two box
modes is `J/(abc)` times `3/2` for each axis on which their quantum numbers agree. -/
theorem contactExchange_modes (J : ℝ) {a b c : ℝ} (ha : 0 < a) (hb : 0 < b) (hc : 0 < c)
    {l m n l' m' n' : ℕ} (hl : 1 ≤ l) (hm : 1 ≤ m) (hn : 1 ≤ n)
    (hl' : 1 ≤ l') (hm' : 1 ≤ m') (hn' : 1 ≤ n') :
    contactExchange J a b c (boxMode a b c l m n) (boxMode a b c l' m' n')
      = J / (a * b * c) * (if l = l' then 3 / 2 else 1) * (if m = m' then 3 / 2 else 1)
        * (if n = n' then 3 / 2 else 1) := by
  have e : (fun x y z => boxMode a b c l m n x y z ^ 2 * boxMode a b c l' m' n' x y z ^ 2)
      = fun x y z => (wellMode a l x ^ 2 * wellMode a l' x ^ 2)
        * (wellMode b m y ^ 2 * wellMode b m' y ^ 2)
        * (wellMode c n z ^ 2 * wellMode c n' z ^ 2) := by
    funext x y z
    simp only [boxMode]
    ring
  rw [contactExchange, e, boxIntegral_separable a b c
    (fun x => wellMode a l x ^ 2 * wellMode a l' x ^ 2)
    (fun y => wellMode b m y ^ 2 * wellMode b m' y ^ 2)
    (fun z => wellMode c n z ^ 2 * wellMode c n' z ^ 2),
    wellMode_overlap ha hl hl', wellMode_overlap hb hm hm', wellMode_overlap hc hn hn']
  ring

/-- For the ground state `ψ` of a cuboid well with sides `a, b, c > 0`, the integral of `ψ⁴`
is `27/(8abc)`. -/
theorem integral_boxGround_fourth {a b c : ℝ} (ha : 0 < a) (hb : 0 < b) (hc : 0 < c) :
    boxIntegral a b c (fun x y z => boxGround a b c x y z ^ 4) = 27 / (8 * a * b * c) := by
  have e : (fun x y z => boxGround a b c x y z ^ 4)
      = fun x y z => boxMode a b c 1 1 1 x y z ^ 2 * boxMode a b c 1 1 1 x y z ^ 2 := by
    funext x y z
    simp only [boxGround]
    ring
  have h := contactExchange_modes 1 ha hb hc le_rfl le_rfl le_rfl le_rfl le_rfl le_rfl
  rw [contactExchange, one_mul] at h
  rw [e, h, if_pos rfl]
  ring

/-- In every cuboid well with positive sides and volume `V`, the contact exchange of an electron
and a hole that both have the ground-state envelope is `27J/(8V)`. -/
theorem ground_exchange_of_volume (J : ℝ) {a b c V : ℝ} (ha : 0 < a) (hb : 0 < b)
    (hc : 0 < c) (hV : a * b * c = V) :
    contactExchange J a b c (boxGround a b c) (boxGround a b c) = 27 * J / (8 * V) := by
  have e : (fun x y z => boxGround a b c x y z ^ 2 * boxGround a b c x y z ^ 2)
      = fun x y z => boxGround a b c x y z ^ 4 := by
    funext x y z
    ring
  rw [contactExchange, e, integral_boxGround_fourth ha hb hc, ← hV]
  ring

end

end BoxContactExchange
```

```lean
#print axioms BoxContactExchange.boxMode_eigenstate
#print axioms BoxContactExchange.boxEnergy_ground_le
#print axioms BoxContactExchange.boxMode_normalized
#print axioms BoxContactExchange.ground_exchange_of_volume
```

```
'BoxContactExchange.boxMode_eigenstate' depends on axioms: [propext, Classical.choice, Quot.sound]
'BoxContactExchange.boxEnergy_ground_le' depends on axioms: [propext, Classical.choice, Quot.sound]
'BoxContactExchange.boxMode_normalized' depends on axioms: [propext, Classical.choice, Quot.sound]
'BoxContactExchange.ground_exchange_of_volume' depends on axioms: [propext, Classical.choice, Quot.sound]
```

## How the lemmas divide the work

- `boxMode_eigenstate` computes the second derivative along one axis in `D`, with the other two factors held as a constant, and checks the six walls case by case. `boxEnergy_ground_le` compares the energies term by term with `gcongr`.
- `integral_cos_periods` rescales the variable and uses $\sin(2k\pi)=0$. Its `k` is an integer because the difference $n-m$ may be negative.
- `wellMode_sq` is the density formula. In `wellMode_overlap`, `e` expands the product, `key` splits the integral, `h1` to `h3` remove three cosines, and `h4` separates equal from different modes.
- `boxIntegral_separable` pulls constant factors out of the iterated integral. `boxMode_normalized` applies it to the densities, and `contactExchange_modes` to their products.
- `integral_boxGround_fourth` sets $J=1$ and all quantum numbers to one, writing $\psi^4$ as $\psi^2\psi^2$. `ground_exchange_of_volume` then restores $J$ and writes $V$ as $abc$ to compare the two sides.
